# Van der Waals liquid–gas coexistence as a double tangent below the critical temperature

A fluid held below its critical temperature can split into a dense liquid and a dilute gas at one common pressure. Which volumes per particle do the two phases take, and does such a pair always exist in the van der Waals model?

Let $V$ be the volume per particle, $b$ the excluded volume, $a$ the strength of attraction and $kT$ the thermal energy. Up to a function of temperature, the free energy per particle is $F(V)=-kT\log(V-b)-a/V$ for $V>b$.

```lean
import Mathlib

open Set

namespace VanDerWaalsCoexistence

noncomputable section

variable {a b kT p c : ℝ}

/-- Van der Waals free energy per particle, up to a function of temperature; its domain is
`V > b` with `b > 0`. -/
def freeEnergy (a b kT V : ℝ) : ℝ := -kT * Real.log (V - b) - a / V
```

The pressure $P$ is defined by its own formula; its link to $F$ is part (a).

```lean
/-- Van der Waals pressure; its domain is `V > b` with `b > 0`. -/
def pressure (a b kT V : ℝ) : ℝ := kT / (V - b) - a / V ^ 2
```

Coexistence is expressed by a line $c-pV$, where $p$ is the common pressure and $c$ the common value of $F+pV$, which is the Gibbs energy per particle up to the same function of temperature. `LiesBelow` compares line and graph at every $V>b$. `TangentAt` demands equal value and equal slope at one volume.

```lean
/-- The line `c - p V` lies nowhere above the free energy on `V > b`. -/
def LiesBelow (a b kT p c : ℝ) : Prop := ∀ V, b < V → c - p * V ≤ freeEnergy a b kT V

/-- The line `c - p V` has the value and the slope of the free energy at the volume `V`. -/
def TangentAt (a b kT p c V : ℝ) : Prop :=
  freeEnergy a b kT V = c - p * V ∧ HasDerivAt (freeEnergy a b kT) (-p) V
```

Reading such a line as phase coexistence assumes that the free energies of the two phases add, with no interface cost; the hypotheses below don't address this. Common tangents also locate coexisting phases in computed free energies; here the setting is one mean-field equation of state with one variable.

## (a) Slope of the free energy

Show for $V>b>0$ that $F'(V)=-P(V)$.

**Solution.** Differentiating term by term, $F'(V)=-\frac{kT}{V-b}+\frac{a}{V^2}=-P(V)$. Lean combines the same two derivatives, `h1` and `h2`.

```lean
/-- For `V > b > 0` the volume derivative of the free energy is minus the pressure. -/
theorem hasDerivAt_freeEnergy {V : ℝ} (hb : 0 < b) (hV : b < V) :
    HasDerivAt (freeEnergy a b kT) (-pressure a b kT V) V := by
  have h1 : HasDerivAt (fun x : ℝ => Real.log (x - b)) (1 / (V - b)) V :=
    ((hasDerivAt_id' V).sub_const b).log (sub_pos.2 hV).ne'
  have h2 : HasDerivAt (fun x : ℝ => a * x⁻¹) (a * -(V ^ 2)⁻¹) V :=
    (hasDerivAt_inv (hb.trans hV).ne').const_mul a
  have hf : freeEnergy a b kT = fun x => -kT * Real.log (x - b) - a * x⁻¹ := by
    funext x
    simp only [freeEnergy, div_eq_mul_inv]
  rw [hf]
  refine ((h1.const_mul (-kT)).fun_sub h2).congr_deriv ?_
  unfold pressure
  ring
```

## (b) Touching from below

A line below $F$ meets the graph at $V>b>0$. Show that $F'(V)=-p$.

**Solution.** The function $F(x)+px$ is at least $c$ for all $x>b$ and equals $c$ at $x=V$. This is an interior minimum (`hmin`), so $F'(V)+p=0$.

```lean
/-- For `b > 0`, a line below the free energy that touches it at a volume `V > b` is tangent
there. -/
theorem tangentAt_of_touches {V : ℝ} (hb : 0 < b) (hV : b < V) (hB : LiesBelow a b kT p c)
    (ht : freeEnergy a b kT V = c - p * V) : TangentAt a b kT p c V := by
  have hd := hasDerivAt_freeEnergy (a := a) (kT := kT) hb hV
  have hmin : IsLocalMin (fun x => freeEnergy a b kT x + p * x) V := by
    filter_upwards [Ioi_mem_nhds hV] with x hx
    have := hB x hx
    linarith
  have h0 := hmin.hasDerivAt_eq_zero (hd.fun_add ((hasDerivAt_id' V).const_mul p))
  exact ⟨ht, hd.congr_deriv (by linarith)⟩
```

## (c) Instability at the critical volume

The van der Waals critical point, where $P'(V)=P''(V)=0$, lies at $V=3b$ and $kT=8a/(27b)$. Let $a,b>0$ and $0<kT<8a/(27b)$, so that the temperature is below critical. Find $0<h<2b$ with
$$F(3b-h)+F(3b+h)<2F(3b).$$

**Solution.** Take $h=2bs$ with $s^2=1-\frac{27b\,kT}{8a}$, so $0<s<1$. The logarithms raise the sum by
$$-kT\log(1-s^2)\le kT\left(\frac1{1-s^2}-1\right)=\frac{8as^2}{27b},$$
using $\log u\le u-1$ at $u=1/(1-s^2)$. The attraction lowers it by
$$\frac{a}{b(3-2s)}+\frac{a}{b(3+2s)}-\frac{2a}{3b}=\frac{8as^2}{27b}+\frac{32as^4}{27b(9-4s^2)},$$
which is larger. In Lean, `hk` evaluates the cost bound and `hg` the excess gain.

```lean
/-- For `a, b, kT > 0` and `kT < 8a/(27b)`, some pair of volumes placed symmetrically about `3b`
has a lower mean free energy than the volume `3b`. -/
theorem critical_volume_unstable (ha : 0 < a) (hb : 0 < b) (hT : 0 < kT)
    (hc : kT < 8 * a / (27 * b)) : ∃ h, 0 < h ∧ h < 2 * b ∧
      freeEnergy a b kT (3 * b - h) + freeEnergy a b kT (3 * b + h)
        < 2 * freeEnergy a b kT (3 * b) := by
  have hc' : kT * (27 * b) < 8 * a := (lt_div_iff₀ (by positivity)).1 hc
  -- the displacement is `2 b s` with `s² = 1 - kT / (8a/27b)`
  obtain ⟨s, hs, hs1, hsT⟩ : ∃ s : ℝ, 0 < s ∧ s < 1 ∧ kT * (27 * b) = 8 * a * (1 - s ^ 2) := by
    have hu : 0 < 1 - kT * (27 * b) / (8 * a) :=
      sub_pos.2 ((div_lt_one (by positivity)).2 hc')
    have hu1 : 0 < kT * (27 * b) / (8 * a) := by positivity
    have hsq := Real.sq_sqrt hu.le
    refine ⟨_, Real.sqrt_pos.2 hu, by nlinarith [Real.sqrt_pos.2 hu], ?_⟩
    rw [hsq, sub_sub_cancel, mul_div_cancel₀ _ (by positivity)]
  have hq : 0 < 1 - s ^ 2 := by nlinarith
  have m1 : 0 < 1 - s := by linarith
  have m2 : 0 < 1 + s := by linarith
  have d1 : 0 < 3 - 2 * s := by linarith
  have d2 : 0 < 3 + 2 * s := by linarith
  have e1 : freeEnergy a b kT (3 * b - 2 * b * s)
      = -kT * (Real.log (2 * b) + Real.log (1 - s)) - a / (b * (3 - 2 * s)) := by
    unfold freeEnergy
    rw [show 3 * b - 2 * b * s - b = 2 * b * (1 - s) by ring,
      Real.log_mul (by positivity) m1.ne', show 3 * b - 2 * b * s = b * (3 - 2 * s) by ring]
  have e2 : freeEnergy a b kT (3 * b + 2 * b * s)
      = -kT * (Real.log (2 * b) + Real.log (1 + s)) - a / (b * (3 + 2 * s)) := by
    unfold freeEnergy
    rw [show 3 * b + 2 * b * s - b = 2 * b * (1 + s) by ring,
      Real.log_mul (by positivity) m2.ne', show 3 * b + 2 * b * s = b * (3 + 2 * s) by ring]
  have e3 : freeEnergy a b kT (3 * b) = -kT * Real.log (2 * b) - a / (3 * b) := by
    unfold freeEnergy
    rw [show 3 * b - b = 2 * b by ring]
  -- entropy cost of the displacement
  have hsum : Real.log (1 - s ^ 2) = Real.log (1 - s) + Real.log (1 + s) := by
    rw [← Real.log_mul m1.ne' m2.ne']
    congr 1
    ring
  have hlog := Real.log_le_sub_one_of_pos (inv_pos.2 hq)
  rw [Real.log_inv, hsum] at hlog
  have hm := mul_le_mul_of_nonneg_left hlog hT.le
  have hk : kT * ((1 - s ^ 2)⁻¹ - 1) = 8 * a * s ^ 2 / (27 * b) := by
    have hi := mul_inv_cancel₀ hq.ne'
    rw [eq_div_iff (by positivity)]
    linear_combination ((1 - s ^ 2)⁻¹ - 1) * hsT + 8 * a * hi
  rw [hk] at hm
  -- the gain in attraction is larger
  have hg : a / (b * (3 - 2 * s)) + a / (b * (3 + 2 * s)) - 2 * (a / (3 * b))
      - 8 * a * s ^ 2 / (27 * b)
      = 32 * a * s ^ 4 / (27 * b * ((3 - 2 * s) * (3 + 2 * s))) := by
    have n1 := d1.ne'
    have n2 := d2.ne'
    field_simp
    ring
  have hpos : 0 < 32 * a * s ^ 4 / (27 * b * ((3 - 2 * s) * (3 + 2 * s))) :=
    div_pos (by positivity) (mul_pos (by positivity) (mul_pos d1 d2))
  refine ⟨2 * b * s, by positivity, by nlinarith, ?_⟩
  rw [e1, e2, e3]
  linarith
```

## (d) Expansion at high pressure

Let $a,b,kT>0$, $b<W\le V$ and $p\ge kT/(W-b)$. Show that
$$F(W)+pW\le F(V)+pV.$$

**Solution.** By $\log u\le u-1$,
$$kT\log\frac{V-b}{W-b}\le\frac{kT}{W-b}(V-W)\le p(V-W).$$
Also $-a/W\le-a/V$. Adding the two inequalities gives the claim, which is the closing `linarith`.

```lean
/-- For `a, b, kT > 0` and a pressure `p ≥ kT/(W - b)` with `W > b`, expansion from `W` to a
larger volume does not lower `F + p V`. -/
theorem expansion_unfavourable {W V : ℝ} (ha : 0 < a) (hb : 0 < b) (hT : 0 < kT) (hW : b < W)
    (hWV : W ≤ V) (hp : kT / (W - b) ≤ p) :
    freeEnergy a b kT W + p * W ≤ freeEnergy a b kT V + p * V := by
  have hw : 0 < W - b := sub_pos.2 hW
  have hv : 0 < V - b := by linarith
  have hlog := Real.log_le_sub_one_of_pos (div_pos hv hw)
  have e : (V - b) / (W - b) - 1 = (V - W) / (W - b) := by
    rw [eq_div_iff hw.ne', sub_mul, div_mul_cancel₀ _ hw.ne']
    ring
  rw [Real.log_div hv.ne' hw.ne', e] at hlog
  have h1 := mul_le_mul_of_nonneg_left hlog hT.le
  have h2 : kT * ((V - W) / (W - b)) = kT / (W - b) * (V - W) := by ring
  have h3 := mul_le_mul_of_nonneg_right hp (sub_nonneg.2 hWV)
  have h4 : a / V ≤ a / W := div_le_div_of_nonneg_left ha.le (hb.trans hW) hWV
  unfold freeEnergy
  linarith
```

## (e) Continuity of a minimum in the pressure

Let $f$ be continuous on $[u,v]$ with $0\le u\le v$. Show that $m(p)=\min_{x\in[u,v]}(f(x)+px)$ is attained and continuous in $p$.

**Solution.** Compactness gives a minimiser $x_p$ for each $p$; `choose` selects one. Trying $x_q$ at pressure $p$,
$$m(p)\le f(x_q)+px_q=m(q)+(p-q)x_q\le m(q)+v|p-q|.$$
Exchanging $p$ and $q$ shows that $m$ is Lipschitz.

```lean
/-- For a continuous `f` on a compact interval of nonnegative volumes, the minimum of `f + p V`
is attained and depends continuously on `p`. -/
theorem exists_continuous_min {f : ℝ → ℝ} {u v : ℝ} (hu : 0 ≤ u) (huv : u ≤ v)
    (hf : ContinuousOn f (Icc u v)) : ∃ m : ℝ → ℝ, Continuous m ∧ ∀ p, ∃ x ∈ Icc u v,
      m p = f x + p * x ∧ ∀ y ∈ Icc u v, m p ≤ f y + p * y := by
  have key : ∀ p : ℝ, ∃ x ∈ Icc u v, ∀ y ∈ Icc u v, f x + p * x ≤ f y + p * y := by
    intro p
    have hg : ContinuousOn (fun x => f x + p * x) (Icc u v) := by fun_prop
    obtain ⟨x, hx, h⟩ := isCompact_Icc.exists_isMinOn (nonempty_Icc.2 huv) hg
    exact ⟨x, hx, fun y hy => h hy⟩
  choose x hx hmin using key
  refine ⟨fun p => f (x p) + p * x p, ?_, fun p => ⟨x p, hx p, rfl, hmin p⟩⟩
  -- the minimum is Lipschitz in `p`, with the largest volume as constant
  refine (LipschitzWith.of_le_add_mul (⟨v, hu.trans huv⟩ : NNReal) fun p q => ?_).continuous
  have h1 := hmin p (x q) (hx q)
  have h2 := mul_le_mul_of_nonneg_right (le_abs_self (p - q)) (hu.trans (hx q).1)
  have h3 := mul_le_mul_of_nonneg_left (hx q).2 (abs_nonneg (p - q))
  rw [Real.dist_eq]
  change f (x p) + p * x p ≤ f (x q) + q * x q + v * |p - q|
  linarith
```

## (f) Existence of the double tangent

Let $a,b>0$ and $0<kT<8a/(27b)$. Find a line below $F$ that is tangent to it at volumes $V_l,V_g$ with
$$b<V_l<3b<V_g.$$

**Solution.** Put $k=\frac{a}{b\,kT}+2$, $x=b+2be^{-k}$ and $y=b+2be^{k}$. Here $k$ standing alone is this pure number, not the Boltzmann constant; $kT$ remains a single symbol for the thermal energy. Let $m_L(p)$ and $m_R(p)$ be the minima of $F+pV$ on $[x,3b]$ and $[3b,y+b]$.

At $p=kT/y$, trying $V=y$ gives
$$m_R\le-kT\log(2b)-kT\,k+kT<-kT\log(2b)-\frac ab\le m_L.$$
At $p=kT/(2b)$, part (d) with $W=3b$ gives $m_L\le m_R$. By (e) and the intermediate value theorem, $m_L=m_R=c$ at some $p$ between these pressures.

The line $c-pV$ lies below $F$ on $[x,y+b]$. For $b<V\le x$,
$$F(V)+pV\ge-kT\log(2b)+2kT>F(3b)+3bp\ge c,$$
since $2bp\le kT$. For $V\ge y+b$, use (d) with $W=y+b$.

If the line touched at $3b$, adding its bounds at $3b\pm h$ would contradict (c). The two minimisers therefore lie strictly on either side of $3b$, and (b) makes both contacts tangent. In Lean, `E1` and `E2` compare the minima, `hB` extends the bound and `hne` excludes $3b$.

```lean
/-- For `a, b > 0` and `0 < kT < 8a/(27b)`, a line below the van der Waals free energy is tangent
to it at two volumes, one between `b` and `3b` and one above `3b`. -/
theorem exists_common_tangent (ha : 0 < a) (hb : 0 < b) (hT : 0 < kT)
    (hc : kT < 8 * a / (27 * b)) : ∃ p c Vl Vg, b < Vl ∧ Vl < 3 * b ∧ 3 * b < Vg ∧
      LiesBelow a b kT p c ∧ TangentAt a b kT p c Vl ∧ TangentAt a b kT p c Vg := by
  have low : ∀ V, b < V → -kT * Real.log (V - b) - a / b ≤ freeEnergy a b kT V := fun V hV =>
    sub_le_sub_left (div_le_div_of_nonneg_left ha.le hb hV.le) _
  have up : ∀ V, b < V → freeEnergy a b kT V ≤ -kT * Real.log (V - b) := fun V hV =>
    sub_le_self _ (div_pos ha (hb.trans hV)).le
  have up3 := up (3 * b) (by linarith)
  rw [show 3 * b - b = 2 * b by ring] at up3
  -- cutoff volumes: `x` close to `b`, and a large `y`
  obtain ⟨k, hk0, hk⟩ : ∃ k, 0 < k ∧ kT * k = a / b + 2 * kT :=
    ⟨(a / b + 2 * kT) / kT, by positivity, by field_simp⟩
  obtain ⟨x, hbx, hx3, hxl⟩ : ∃ x, b < x ∧ x ≤ 3 * b ∧
      Real.log (x - b) = Real.log (2 * b) - k := by
    have he : Real.exp (-k) ≤ 1 := Real.exp_le_one_iff.2 (by linarith)
    have hp : 0 < 2 * b * Real.exp (-k) := by positivity
    refine ⟨b + 2 * b * Real.exp (-k), by linarith, by nlinarith, ?_⟩
    rw [add_sub_cancel_left, Real.log_mul (by positivity) (Real.exp_pos _).ne', Real.log_exp]
    ring
  obtain ⟨y, hy3, hyl⟩ : ∃ y, 3 * b ≤ y ∧ Real.log (y - b) = Real.log (2 * b) + k := by
    have he := Real.add_one_le_exp k
    refine ⟨b + 2 * b * Real.exp k, by nlinarith, ?_⟩
    rw [add_sub_cancel_left, Real.log_mul (by positivity) (Real.exp_pos _).ne', Real.log_exp]
  have hy0 : 0 < y := by linarith
  have cont : ∀ u v, b < u → ContinuousOn (freeEnergy a b kT) (Icc u v) := fun u v hu z hz =>
    (hasDerivAt_freeEnergy hb (hu.trans_le hz.1)).continuousAt.continuousWithinAt
  obtain ⟨mL, cL, hL⟩ := exists_continuous_min (by linarith) hx3 (cont x (3 * b) hbx)
  obtain ⟨mR, cR, hR⟩ := exists_continuous_min (by linarith)
    (show 3 * b ≤ y + b by linarith) (cont (3 * b) (y + b) (by linarith))
  -- at low pressure the gas side wins
  have E1 : mR (kT / y) ≤ mL (kT / y) := by
    obtain ⟨z, hz, hze, -⟩ := hL (kT / y)
    obtain ⟨-, -, -, hm⟩ := hR (kT / y)
    have h1 := hm y ⟨hy3, by linarith⟩
    rw [div_mul_cancel₀ _ hy0.ne'] at h1
    have hbz : b < z := hbx.trans_le hz.1
    have h2 := up y (by linarith)
    rw [hyl] at h2
    have h3 := mul_le_mul_of_nonneg_left (Real.log_le_log (sub_pos.2 hbz)
      (show z - b ≤ 2 * b by linarith [hz.2])) hT.le
    have h4 : 0 < kT / y * z := mul_pos (div_pos hT hy0) (hb.trans hbz)
    linarith [low z hbz]
  -- at high pressure the liquid side wins
  have E2 : mL (kT / (2 * b)) ≤ mR (kT / (2 * b)) := by
    obtain ⟨z, hz, hze, -⟩ := hR (kT / (2 * b))
    obtain ⟨-, -, -, hm⟩ := hL (kT / (2 * b))
    rw [hze]
    exact (hm (3 * b) ⟨hx3, le_rfl⟩).trans (expansion_unfavourable ha hb hT (by linarith) hz.1
      (by rw [show 3 * b - b = 2 * b by ring]))
  have hD : Continuous (fun p => mL p - mR p) := cL.sub cR
  obtain ⟨p, hp, hpe⟩ := intermediate_value_Icc'
    (div_le_div_of_nonneg_left hT.le (by positivity) (show 2 * b ≤ y by linarith))
    hD.continuousOn ⟨sub_nonpos.2 E2, sub_nonneg.2 E1⟩
  have heq : mL p = mR p := sub_eq_zero.1 hpe
  have hp0 : 0 < p := (div_pos hT hy0).trans_le hp.1
  have hp2 : p * (2 * b) ≤ kT := (le_div_iff₀ (by positivity)).1 hp.2
  obtain ⟨Vl, hVl, hle, hml⟩ := hL p
  obtain ⟨Vg, hVg, hge, hmg⟩ := hR p
  have hB : LiesBelow a b kT p (mL p) := by
    intro V hV
    rcases le_total V x with h | h
    · have h1 := mul_le_mul_of_nonneg_left
        (Real.log_le_log (sub_pos.2 hV) (sub_le_sub_right h b)) hT.le
      rw [hxl] at h1
      have h2 := hml (3 * b) ⟨hx3, le_rfl⟩
      have h3 : 0 < p * V := mul_pos hp0 (hb.trans hV)
      linarith [low V hV]
    rcases le_total V (3 * b) with h' | h'
    · linarith [hml V ⟨h, h'⟩]
    rcases le_total V (y + b) with h'' | h''
    · linarith [hmg V ⟨h', h''⟩]
    · have h1 := hmg (y + b) ⟨by linarith, le_rfl⟩
      have h2 := expansion_unfavourable (p := p) ha hb hT (show b < y + b by linarith) h''
        (by rw [add_sub_cancel_right]; exact hp.1)
      linarith
  -- the line cannot touch at `3b`
  have hne : mL p ≠ freeEnergy a b kT (3 * b) + p * (3 * b) := by
    intro h
    obtain ⟨d, hd0, hd2, hd⟩ := critical_volume_unstable ha hb hT hc
    linarith [hB (3 * b - d) (by linarith), hB (3 * b + d) (by linarith)]
  have hl3 : Vl < 3 * b := lt_of_le_of_ne hVl.2 fun h => hne (by rw [hle, h])
  have hg3 : 3 * b < Vg := lt_of_le_of_ne hVg.1 fun h => hne (by rw [heq, hge, ← h])
  have hbl : b < Vl := hbx.trans_le hVl.1
  exact ⟨p, mL p, Vl, Vg, hbl, hl3, hg3, hB,
    tangentAt_of_touches hb hbl hB (by linarith),
    tangentAt_of_touches hb (by linarith) hB (by linarith)⟩
```

Without an upper bound on $kT$ the claim fails. For $a=b=kT=1$, $P'(V)=\frac2{V^3}-\frac1{(V-1)^2}<0$, because $2(V-1)^2/V^3\le8/27$ for $V>1$. No two volumes then share a slope.

## (g) Equal areas from tangency

Let $b>0$, and let a line be tangent to $F$ at $V_l,V_g$ with $b<V_l\le V_g$. Show that $P(V_l)=P(V_g)=p$ and
$$\int_{V_l}^{V_g}P\,dV=p(V_g-V_l).$$

**Solution.** The pressures follow from (a) and uniqueness of the derivative. Since $-F$ is an antiderivative of $P$, the integral is $F(V_l)-F(V_g)=(c-pV_l)-(c-pV_g)$. This is Maxwell's rule in the direction from tangency to areas.

```lean
/-- Maxwell's equal-area rule: for `b > 0`, if the line `c - p V` is tangent to the free energy at
`Vl` and `Vg` with `b < Vl ≤ Vg`, both volumes have pressure `p` and the area under the isotherm
between them is `p (Vg - Vl)`. -/
theorem maxwell_equal_area {Vl Vg : ℝ} (hb : 0 < b) (hl : b < Vl) (hlg : Vl ≤ Vg)
    (tl : TangentAt a b kT p c Vl) (tg : TangentAt a b kT p c Vg) :
    pressure a b kT Vl = p ∧ pressure a b kT Vg = p ∧
      ∫ V in Vl..Vg, pressure a b kT V = p * (Vg - Vl) := by
  have hmem : ∀ x ∈ uIcc Vl Vg, b < x := by
    intro x hx
    rw [uIcc_of_le hlg] at hx
    exact hl.trans_le hx.1
  have hcont : ContinuousOn (pressure a b kT) (uIcc Vl Vg) := by
    intro x hx
    have h1 : x - b ≠ 0 := (sub_pos.2 (hmem x hx)).ne'
    have h2 : x ^ 2 ≠ 0 := pow_ne_zero 2 (hb.trans (hmem x hx)).ne'
    apply ContinuousAt.continuousWithinAt
    unfold pressure
    fun_prop (disch := assumption)
  refine ⟨neg_injective ((hasDerivAt_freeEnergy hb hl).unique tl.2),
    neg_injective ((hasDerivAt_freeEnergy hb (hl.trans_le hlg)).unique tg.2), ?_⟩
  rw [intervalIntegral.integral_eq_sub_of_hasDerivAt (f := fun x => -freeEnergy a b kT x)
    (fun x hx => (hasDerivAt_freeEnergy hb (hmem x hx)).fun_neg.congr_deriv (neg_neg _))
    hcont.intervalIntegrable, tl.1, tg.1]
  ring
```

## (h) Uniqueness of the line

Lines $c-pV$ and $d-qV$ lie below $F$. The first is tangent at $V_l,V_g$, the second at $W_l,W_g$, all above $b$, and $V_0$ lies strictly between the volumes of each pair. Show that $p=q$ and $c=d$.

**Solution.** Let $\ell(V)=(c-pV)-(d-qV)$. Each line lies below the other at the other's contacts, so $\ell\ge0$ at $V_l,V_g$ and $\ell\le0$ at $W_l,W_g$. If $p<q$, $\ell$ increases strictly, which contradicts $V_l<V_0<W_g$. If $p>q$, it decreases strictly, which contradicts $W_l<V_0<V_g$. Hence $p=q$, $\ell$ is constant, and its signs force $c=d$. Lean splits the same cases with `lt_trichotomy`.

With $V_0=3b$, this fixes the coexistence pressure found in (f).

```lean
/-- Two lines below the free energy, each tangent to it at two volumes above `b`, are the same
line if some volume `V₀` lies strictly between the tangency volumes of each. -/
theorem common_tangent_unique {q d Vl Vg Wl Wg V₀ : ℝ} (hVl : b < Vl) (hWl : b < Wl)
    (h1 : Vl < V₀) (h2 : V₀ < Vg) (h3 : Wl < V₀) (h4 : V₀ < Wg)
    (hB : LiesBelow a b kT p c) (tl : TangentAt a b kT p c Vl) (tg : TangentAt a b kT p c Vg)
    (hB' : LiesBelow a b kT q d) (sl : TangentAt a b kT q d Wl)
    (sg : TangentAt a b kT q d Wg) : p = q ∧ c = d := by
  -- each line lies below the other at the other's points of contact
  have i1 := hB Wl hWl
  have i2 := hB Wg (by linarith)
  have i3 := hB' Vl hVl
  have i4 := hB' Vg (by linarith)
  rw [sl.1] at i1
  rw [sg.1] at i2
  rw [tl.1] at i3
  rw [tg.1] at i4
  have hpq : p = q := by
    rcases lt_trichotomy p q with h | h | h
    · have := mul_pos (sub_pos.2 h) (show 0 < Wg - Vl by linarith)
      linarith
    · exact h
    · have := mul_pos (sub_pos.2 h) (show 0 < Vg - Wl by linarith)
      linarith
  subst hpq
  exact ⟨rfl, by linarith⟩

end

end VanDerWaalsCoexistence
```

```lean
#print axioms VanDerWaalsCoexistence.exists_common_tangent
#print axioms VanDerWaalsCoexistence.maxwell_equal_area
#print axioms VanDerWaalsCoexistence.common_tangent_unique
```

```
'VanDerWaalsCoexistence.exists_common_tangent' depends on axioms: [propext, Classical.choice, Quot.sound]
'VanDerWaalsCoexistence.maxwell_equal_area' depends on axioms: [propext, Classical.choice, Quot.sound]
'VanDerWaalsCoexistence.common_tangent_unique' depends on axioms: [propext, Classical.choice, Quot.sound]
```
